# Guided SP2 purification converges to the filled-orbital projector when its band-edge bounds leave a gap

An approximate one-particle density matrix is represented by its orbitals and occupations, X = U diag(x) U†, with U unitary and x real, while a separate pair of real numbers p = (a, b) decides which polynomial is applied next. Every finite Hermitian matrix can be written in this form. The pair bounds the errors at the band edges: empty orbitals have occupations in [0, a], filled ones in [1 − b, 1]. SP2 purification drives these occupations to 0 and 1 by repeated use of X² and 2X − X².

```lean
import Mathlib

open Filter Topology Matrix

namespace GuidedSP2

noncomputable section
```

## Two numbers that steer the purification

The windows [0, a] and [1 − b, 1] are separated by

g = 1 − a − b.

In Lean, `p.1` is a and `p.2` is b.

```lean
/-- The gap `1 - a - b` between the lower bound `1 - b` on filled occupations and the upper bound
`a` on empty ones, for the pair of edge errors `p = (a, b)`. -/
def gap (p : ℝ × ℝ) : ℝ := 1 - p.1 - p.2
```

The standing assumption is a ≥ 0, b ≥ 0 and g > 0. Physically, it says that the bounds separate the filled from the empty orbitals.

```lean
/-- The edge errors are nonnegative and leave an open gap. -/
def Gapped (p : ℝ × ℝ) : Prop := 0 ≤ p.1 ∧ 0 ≤ p.2 ∧ 0 < gap p
```

Squaring sends a to a². It sends a filled occupation 1 − b to (1 − b)² = 1 − (2b − b²), so b becomes 2b − b². The polynomial 2x − x² does the reverse. The guided rule squares the larger error:

(a, b) → (a², 2b − b²) if a ≥ b,
(a, b) → (2a − a², b²) if a < b.

```lean
/-- One guided update of the edge errors: square if `a ≥ b`, otherwise apply `2x - x²`. -/
def step (p : ℝ × ℝ) : ℝ × ℝ :=
  if p.2 ≤ p.1 then (p.1 ^ 2, 2 * p.2 - p.2 ^ 2) else (2 * p.1 - p.1 ^ 2, p.2 ^ 2)
```

Write (a_n, b_n) for the pair after n updates, starting from (a_0, b_0) = (a, b), and g_n for its gap.

```lean
/-- The edge errors after `n` guided updates. -/
def edges (p : ℝ × ℝ) : ℕ → ℝ × ℝ
  | 0 => p
  | n + 1 => step (edges p n)
```

The same comparison selects the polynomial for the density matrix.

```lean
/-- The SP2 polynomial selected by the edge errors, applied to an occupation or a matrix. -/
def purify {R : Type*} [Ring R] (p : ℝ × ℝ) (X : R) : R :=
  if p.2 ≤ p.1 then X * X else X + X - X * X
```

Step n + 1 uses the pair (a_n, b_n), which depends only on the initial pair. The choice needs no trace of X, and the electron count enters only through the initial pair, whose bounds refer to the filled and the empty orbitals.

```lean
/-- The occupation or density matrix after `n` guided SP2 steps. -/
def density {R : Type*} [Ring R] (p : ℝ × ℝ) (X : R) : ℕ → R
  | 0 => X
  | n + 1 => purify (edges p n) (density p X n)
```

The convergence proof uses the type parameter `R` in these two definitions. Since `purify` and `density` are defined over any ring, the same recursion runs on a real occupation and on a complex matrix. The test `p.2 ≤ p.1` does not involve `X`, so a single case split later settles the branch for both.

## The gap grows by an exact factor

For a ≥ b, the new gap is

1 − a² − 2b + b² = (1 − b)² − a² = (1 − a − b)(1 + a − b).

For a < b, exchanging a and b gives (1 − a − b)(1 + b − a). In both cases

g_{n+1} = g_n (1 + |a_n − b_n|).

The proof splits on the branch, removes the absolute value and leaves the factorisation to `ring`.

```lean
/-- One guided step multiplies the gap by `1 + |a - b|`. -/
theorem gap_step (p : ℝ × ℝ) : gap (step p) = gap p * (1 + |p.1 - p.2|) := by
  by_cases h : p.2 ≤ p.1
  · rw [abs_of_nonneg (by linarith)]
    simp only [gap, step, if_pos h]
    ring
  · rw [abs_of_neg (by linarith [not_le.mp h])]
    simp only [gap, step, if_neg h]
    ring
```

If g = 0, the product remains zero. The two errors then always sum to 1 and cannot both tend to zero, which is why the inequality a + b < 1 must be strict.

```lean
/-- If the gap is closed at the start, it is closed after every number of guided steps. -/
theorem gap_stays_closed {p : ℝ × ℝ} (h : gap p = 0) (n : ℕ) : gap (edges p n) = 0 := by
  induction n with
  | zero => exact h
  | succ n ih =>
    change gap (step (edges p n)) = 0
    rw [gap_step, ih, zero_mul]
```

With g > 0, the factor 1 + |a_n − b_n| keeps the gap positive. The errors also stay nonnegative: squares are nonnegative, and 2b − b² = b(2 − b) ≥ 0 because b < 1; the same holds for a.

```lean
/-- Nonnegative edge errors with an open gap keep these properties under guided steps. -/
theorem gapped_edges {p : ℝ × ℝ} (hp : Gapped p) (n : ℕ) : Gapped (edges p n) := by
  induction n with
  | zero => exact hp
  | succ n ih =>
    change Gapped (step (edges p n))
    generalize edges p n = q at ih ⊢
    obtain ⟨ha, hb, hg⟩ := ih
    have hg' : 0 < gap (step q) := by
      rw [gap_step]
      exact mul_pos hg (by positivity)
    unfold gap at hg
    by_cases h : q.2 ≤ q.1
    · refine ⟨?_, ?_, hg'⟩ <;> simp only [step, if_pos h]
      · positivity
      · nlinarith [mul_nonneg hb (show 0 ≤ 2 - q.2 by linarith)]
    · refine ⟨?_, ?_, hg'⟩ <;> simp only [step, if_neg h]
      · nlinarith [mul_nonneg ha (show 0 ≤ 2 - q.1 by linarith)]
      · positivity
```

Consequently

g_{n+1} − g_n = g_n |a_n − b_n| ≥ 0,

so the gap is nondecreasing.

```lean
/-- For `Gapped` edge errors, the gap never decreases along the guided iteration. -/
theorem gap_monotone {p : ℝ × ℝ} (hp : Gapped p) : Monotone fun n => gap (edges p n) := by
  refine monotone_nat_of_le_succ fun n => ?_
  change gap (edges p n) ≤ gap (step (edges p n))
  rw [gap_step]
  nlinarith [mul_nonneg (gapped_edges hp n).2.2.le (abs_nonneg ((edges p n).1 - (edges p n).2))]
```

## Two steps shrink the total error

A single step with a = b leaves the gap unchanged, so the estimate covers two steps. Let s = a + b = 1 − g, let d = |a − b|, and let d′ be the corresponding imbalance after one step. If a ≥ b, then

d + d′ ≥ (a − b) + (2b − b² − a²) = a + b − a² − b².

If a < b, the sum (b − a) + (2a − a² − b²) gives the same right-hand side. Since ab ≥ 0,

a + b − a² − b² ≥ (a + b) − (a + b)² = g s.

Thus d + d′ ≥ g s. With g′ and g″ the gaps after one and two steps, and g′ ≥ g,

g″ = g′ + g′d′ ≥ g + g d + g d′ ≥ g + g² s.

The total error after two steps is therefore

s″ = 1 − g″ ≤ (1 − g²) s.

In the code, `key` is the bound on d + d′. The facts `h3` and `h4` multiply the inequalities by the required nonnegative factors, and `linarith` combines them.

```lean
/-- For `Gapped` edge errors, two guided steps reduce the total error `a + b` at least by the factor
`1 - gap²`. -/
theorem two_step_contraction {p : ℝ × ℝ} (hp : Gapped p) :
    (step (step p)).1 + (step (step p)).2 ≤ (1 - gap p ^ 2) * (p.1 + p.2) := by
  obtain ⟨ha, hb, hg⟩ := hp
  -- the imbalances of two successive steps cannot both be small
  have key : gap p * (p.1 + p.2) ≤ |p.1 - p.2| + |(step p).1 - (step p).2| := by
    have hab := mul_nonneg ha hb
    by_cases h : p.2 ≤ p.1
    · have h1 := le_abs_self (p.1 - p.2)
      have h2 := neg_le_abs ((step p).1 - (step p).2)
      simp only [gap, step, if_pos h] at h2 ⊢
      nlinarith
    · have h1 := neg_le_abs (p.1 - p.2)
      have h2 := le_abs_self ((step p).1 - (step p).2)
      simp only [gap, step, if_neg h] at h2 ⊢
      nlinarith
  have e1 := gap_step p
  have e2 := gap_step (step p)
  have hle : gap p ≤ gap (step p) := by
    rw [e1]
    nlinarith [mul_nonneg hg.le (abs_nonneg (p.1 - p.2))]
  have h3 := mul_le_mul_of_nonneg_right hle (abs_nonneg ((step p).1 - (step p).2))
  have h4 := mul_le_mul_of_nonneg_left key hg.le
  have e3 : gap (step (step p)) = 1 - (step (step p)).1 - (step (step p)).2 := rfl
  have e4 : p.1 + p.2 = 1 - gap p := by unfold gap; ring
  rw [e4] at h4 ⊢
  linarith
```

Later gaps are at least as large as the initial gap g, so the factor 1 − g² serves for every pair of steps:

a_{2n} + b_{2n} ≤ (1 − g²)ⁿ (a + b).

The induction applies the two-step estimate to the current pair and then replaces its gap by the initial one.

```lean
/-- For `Gapped` edge errors, after `2n` guided steps the total error is at most `(1 - gap²)ⁿ` times
its initial value, where `gap` is the initial gap. -/
theorem geometric_bound {p : ℝ × ℝ} (hp : Gapped p) (n : ℕ) :
    (edges p (2 * n)).1 + (edges p (2 * n)).2 ≤ (1 - gap p ^ 2) ^ n * (p.1 + p.2) := by
  have hr : 0 ≤ 1 - gap p ^ 2 := by
    have h1 : gap p ≤ 1 := by unfold gap; linarith [hp.1, hp.2.1]
    nlinarith [hp.2.2]
  induction n with
  | zero => simp [edges]
  | succ n ih =>
    have hq := gapped_edges hp (2 * n)
    have hm : gap p ≤ gap (edges p (2 * n)) := gap_monotone hp (Nat.zero_le (2 * n))
    have hsq := pow_le_pow_left₀ hp.2.2.le hm 2
    calc (edges p (2 * (n + 1))).1 + (edges p (2 * (n + 1))).2
        ≤ (1 - gap (edges p (2 * n)) ^ 2) * ((edges p (2 * n)).1 + (edges p (2 * n)).2) :=
          two_step_contraction hq
      _ ≤ (1 - gap p ^ 2) * ((edges p (2 * n)).1 + (edges p (2 * n)).2) :=
          mul_le_mul_of_nonneg_right (by linarith) (add_nonneg hq.1 hq.2.1)
      _ ≤ (1 - gap p ^ 2) * ((1 - gap p ^ 2) ^ n * (p.1 + p.2)) :=
          mul_le_mul_of_nonneg_left ih hr
      _ = (1 - gap p ^ 2) ^ (n + 1) * (p.1 + p.2) := by ring
```

Since 0 < g ≤ 1, the factor lies in [0, 1) and its powers tend to zero. An odd step is no worse than the even step before it, because a_n + b_n = 1 − g_n is nonincreasing. Hence

0 ≤ a_n, b_n ≤ (1 − g²)^⌊n/2⌋ (a + b) → 0.

This bound keeps the initial gap fixed and is pessimistic. With s_n = a_n + b_n, the factor for the current pair is 1 − g_n² = s_n(2 − s_n) ≤ 2s_n, so the two-step estimate also gives s_{n+2} ≤ 2s_n². Once the errors are small, convergence is therefore at least quadratic over two steps.

In the Lean proof, natural-number division `n / 2` supplies the floor, and `squeeze_zero` gives the two limits.

```lean
/-- If the edge errors are `Gapped`, both tend to zero under the guided iteration. -/
theorem edges_tendsto_zero {p : ℝ × ℝ} (hp : Gapped p) :
    Tendsto (fun n => (edges p n).1) atTop (𝓝 0) ∧
      Tendsto (fun n => (edges p n).2) atTop (𝓝 0) := by
  have h1 : gap p ≤ 1 := by unfold gap; linarith [hp.1, hp.2.1]
  have hhalf : Tendsto (fun n : ℕ => n / 2) atTop atTop :=
    tendsto_atTop_atTop.2 fun b => ⟨2 * b, fun n hn => by omega⟩
  have hpow := (tendsto_pow_atTop_nhds_zero_of_lt_one
    (show 0 ≤ 1 - gap p ^ 2 by nlinarith [hp.2.2])
    (show 1 - gap p ^ 2 < 1 by nlinarith [pow_pos hp.2.2 2])).comp hhalf
  have hlim : Tendsto (fun n : ℕ => (1 - gap p ^ 2) ^ (n / 2) * (p.1 + p.2)) atTop (𝓝 0) := by
    have h := hpow.mul_const (p.1 + p.2)
    rw [zero_mul] at h
    exact h
  -- odd steps are controlled by the preceding even step
  have hb (n : ℕ) : (edges p n).1 + (edges p n).2 ≤ (1 - gap p ^ 2) ^ (n / 2) * (p.1 + p.2) := by
    have hm : gap (edges p (2 * (n / 2))) ≤ gap (edges p n) :=
      gap_monotone hp (show 2 * (n / 2) ≤ n by omega)
    have hg := geometric_bound hp (n / 2)
    unfold gap at hm
    linarith
  exact ⟨squeeze_zero (fun n => (gapped_edges hp n).1)
      (fun n => by linarith [hb n, (gapped_edges hp n).2.1]) hlim,
    squeeze_zero (fun n => (gapped_edges hp n).2.1)
      (fun n => by linarith [hb n, (gapped_edges hp n).1]) hlim⟩
```

## Every occupation follows its window

Let y be an occupation after n steps. If 0 ≤ y ≤ a_n, then y² ≤ a_n², and 2y − y² ≤ 2a_n − a_n² because this polynomial increases on [0, 1]. For a filled orbital, put h = 1 − y with 0 ≤ h ≤ b_n. Then

1 − y² = 2h − h²,
1 − (2y − y²) = h²,

so the hole h obeys the same bounds with the two polynomials exchanged. Induction keeps each occupation inside its moving window; `nlinarith` checks the polynomial inequalities in each branch.

```lean
/-- For `Gapped` edge errors `(a, b)`, an occupation that starts in the empty window `[0, a]` or in
the filled window `[1 - b, 1]` lies in the correspondingly updated window after `n` steps. -/
theorem occupation_windows {p : ℝ × ℝ} (hp : Gapped p) (x : ℝ) (n : ℕ) :
    (0 ≤ x ∧ x ≤ p.1 → 0 ≤ density p x n ∧ density p x n ≤ (edges p n).1) ∧
    (1 - p.2 ≤ x ∧ x ≤ 1 → 1 - (edges p n).2 ≤ density p x n ∧ density p x n ≤ 1) := by
  induction n with
  | zero => exact ⟨id, id⟩
  | succ n ih =>
    obtain ⟨ha, hb, hg⟩ := gapped_edges hp n
    change (_ → 0 ≤ purify (edges p n) (density p x n) ∧
        purify (edges p n) (density p x n) ≤ (step (edges p n)).1) ∧
      (_ → 1 - (step (edges p n)).2 ≤ purify (edges p n) (density p x n) ∧
        purify (edges p n) (density p x n) ≤ 1)
    generalize edges p n = q at *
    generalize density p x n = y at *
    unfold gap at hg
    constructor
    · intro hx
      obtain ⟨h0, h1⟩ := ih.1 hx
      by_cases h : q.2 ≤ q.1
      · simp only [purify, step, if_pos h]
        constructor <;> nlinarith
      · simp only [purify, step, if_neg h]
        constructor
        · nlinarith [mul_nonneg h0 (show 0 ≤ 2 - y by linarith)]
        · nlinarith [mul_nonneg (sub_nonneg.2 h1) (show 0 ≤ 2 - q.1 - y by linarith)]
    · intro hx
      obtain ⟨h0, h1⟩ := ih.2 hx
      by_cases h : q.2 ≤ q.1
      · simp only [purify, step, if_pos h]
        constructor
        · nlinarith [mul_nonneg (sub_nonneg.2 h0) (show 0 ≤ y + (1 - q.2) by linarith)]
        · nlinarith
      · simp only [purify, step, if_neg h]
        constructor
        · nlinarith [mul_nonneg (show 0 ≤ q.2 - (1 - y) by linarith)
            (show 0 ≤ q.2 + (1 - y) by linarith)]
        · nlinarith [sq_nonneg (1 - y)]
```

## From occupations to the matrix

Because U†U = 1,

(U D U†)(U D U†) = U D² U†

for every diagonal D. Both polynomials therefore leave the orbitals alone and act separately on each occupation. In the proof, `hsq` is this identity, and the case split selects the same polynomial on both sides.

```lean
variable {ι : Type*} [Fintype ι] [DecidableEq ι]

/-- Guided SP2 keeps the orbitals `U` of a Hermitian matrix and acts on its occupations alone. -/
theorem density_eigenbasis (p : ℝ × ℝ) {U : Matrix ι ι ℂ} (hU : star U * U = 1)
    (x : ι → ℝ) (n : ℕ) :
    density p (U * diagonal (fun i => (x i : ℂ)) * star U) n =
      U * diagonal (fun i => ((density p (x i) n : ℝ) : ℂ)) * star U := by
  induction n with
  | zero => rfl
  | succ n ih =>
    simp only [density]
    rw [ih]
    generalize (fun i => density p (x i) n) = y at *
    have hsq (D : Matrix ι ι ℂ) : U * D * star U * (U * D * star U) = U * (D * D) * star U := by
      calc _ = U * D * (star U * U) * D * star U := by noncomm_ring
        _ = _ := by rw [hU]; noncomm_ring
    by_cases h : (edges p n).2 ≤ (edges p n).1
    · simp only [purify, if_pos h]
      rw [hsq, diagonal_mul_diagonal]
      simp only [Complex.ofReal_mul]
    · simp only [purify, if_neg h]
      rw [hsq, diagonal_mul_diagonal, ← Matrix.add_mul, ← Matrix.mul_add, ← Matrix.sub_mul,
        ← Matrix.mul_sub, diagonal_add, diagonal_sub]
      simp only [Complex.ofReal_mul, Complex.ofReal_add, Complex.ofReal_sub]
```

In the final theorem, the finite type `ι` indexes the orbitals, the columns of `U`. The hypothesis `hU` makes this square matrix unitary, and `occ` is the set of filled orbitals. The hypotheses `hocc` and `hemp` place every occupation in its window, and `hp` supplies the open gap. The limit is

X_n → U diag(f) U†, with f_i = 1 for i in occ and f_i = 0 otherwise.

The windows force every occupation to its limit. Coordinatewise convergence gives convergence of the vector of occupations (`tendsto_pi_nhds`), and continuity of y ↦ U diag(y) U† carries it to the matrix.

```lean
/-- Guided SP2 converges: if the filled orbitals `occ` have occupations in `[1 - b, 1]`, the others
in `[0, a]`, with `a, b ≥ 0` and `a + b < 1`, the iterates tend to the projector on the filled
orbitals. -/
theorem guided_sp2_converges {p : ℝ × ℝ} (hp : Gapped p) {U : Matrix ι ι ℂ}
    (hU : star U * U = 1) (x : ι → ℝ) (occ : Finset ι)
    (hocc : ∀ i ∈ occ, 1 - p.2 ≤ x i ∧ x i ≤ 1) (hemp : ∀ i ∉ occ, 0 ≤ x i ∧ x i ≤ p.1) :
    Tendsto (density p (U * diagonal (fun i => (x i : ℂ)) * star U)) atTop
      (𝓝 (U * diagonal (fun i => if i ∈ occ then (1 : ℂ) else 0) * star U)) := by
  obtain ⟨ta, tb⟩ := edges_tendsto_zero hp
  -- each occupation is squeezed to 0 or 1 by its window
  have hlim (i : ι) : Tendsto (fun n => ((density p (x i) n : ℝ) : ℂ)) atTop
      (𝓝 (if i ∈ occ then (1 : ℂ) else 0)) := by
    by_cases hi : i ∈ occ
    · have hw n := (occupation_windows hp (x i) n).2 (hocc i hi)
      have hl : Tendsto (fun n => 1 - (edges p n).2) atTop (𝓝 1) := by
        have h := tb.const_sub 1
        rw [sub_zero] at h
        exact h
      have ht := tendsto_of_tendsto_of_tendsto_of_le_of_le hl tendsto_const_nhds
        (fun n => (hw n).1) (fun n => (hw n).2)
      rw [if_pos hi, ← Complex.ofReal_one]
      exact (Complex.continuous_ofReal.tendsto 1).comp ht
    · have hw n := (occupation_windows hp (x i) n).1 (hemp i hi)
      have ht := squeeze_zero (fun n => (hw n).1) (fun n => (hw n).2) ta
      rw [if_neg hi, ← Complex.ofReal_zero]
      exact (Complex.continuous_ofReal.tendsto 0).comp ht
  have hc : Continuous fun y : ι → ℂ => U * diagonal y * star U :=
    (continuous_const.matrix_mul continuous_id.matrix_diagonal).matrix_mul continuous_const
  have h := (hc.tendsto _).comp (tendsto_pi_nhds.2 hlim)
  exact h.congr fun n => (density_eigenbasis p hU x n).symm

end

end GuidedSP2
```

```lean
#print axioms GuidedSP2.gap_stays_closed
-- 'GuidedSP2.gap_stays_closed' depends on axioms: [propext, Classical.choice, Quot.sound]
#print axioms GuidedSP2.guided_sp2_converges
-- 'GuidedSP2.guided_sp2_converges' depends on axioms: [propext, Classical.choice, Quot.sound]
```

## The step in an electronic-structure code

For a fixed one-particle Hamiltonian H in a finite orthonormal basis, let e_min < e_max enclose the spectrum. Let e_H be an upper bound on the HOMO energy and e_L a lower bound on the LUMO energy, with e_min ≤ e_H < e_L ≤ e_max. A suitable start is

X₀ = (e_max I − H)/(e_max − e_min),
a = (e_max − e_L)/(e_max − e_min),
b = (e_H − e_min)/(e_max − e_min).

The initial gap is then (e_L − e_H)/(e_max − e_min). Each iteration forms X², keeps it if a ≥ b or replaces it by 2X − X² otherwise, and updates the two scalars by the same branch. This costs one matrix product per step, and the sequence of branches can be computed before the first product. The diagonal form serves the proof; the code needs neither U nor the individual occupations.

The theorem concerns exact arithmetic and valid edge bounds. Linear-scaling codes also discard small matrix elements, and the resulting errors need a separate analysis.
